# The level of a continuously followed eigenstate of a finite Hermitian band model moves with the turning exchange field at a rate equal to its intraband torque

To find how fast a non-degenerate band energy changes when the exchange field turns rigidly and the rest of the Hamiltonian stays fixed, one can diagonalise the Hamiltonian at a single orientation and take an expectation value in the eigenstate, with no second diagonalisation at a nearby angle. This slope is the breathing of the level, and it enters models of spin-orbit torque and magnetic damping.

Let \(V\) be the exchange term of a ferromagnet, and let \(H_0\) hold everything that stays fixed to the crystal, including spin-orbit coupling. Turning \(V\) through an angle \(t\) with generator \(S\) gives

\[ H(t)=H_0+e^{itS}\,V\,e^{-itS}. \]

Let \(\psi(t)\) satisfy \(H(t)\psi(t)=e(t)\psi(t)\) with real \(e(t)\) for \(t\) near 0, and let it be continuous at \(t=0\) and have unit length there. The claim is

\[ e'(0)=i\langle\psi(0),(SV-VS)\psi(0)\rangle . \]

The result concerns one level of a finite, non-interacting Hamiltonian, for instance at a fixed wavevector. Going from there to the intraband part of the torque in a current-carrying crystal takes a sum over bands and wavevectors with non-equilibrium occupations, which the hypotheses do not supply. An electric field can also mix the bands, and the resulting interband part of the torque is not treated here.

The derivation has three steps.

1. By the product rule, \(H'(0)=iSV-iVS=i(SV-VS)\).
2. Since \(H(0)=H_0+V\) is Hermitian and \(e(0)\) is real, the adjoint of \(H(0)\psi(0)=e(0)\psi(0)\) is \(\psi(0)^\dagger H(0)=e(0)\psi(0)^\dagger\).
3. Project the eigenvalue equation at \(t\) on \(\psi(0)\), subtract \(\psi(0)^\dagger H(0)\psi(t)=e(0)\,\psi(0)^\dagger\psi(t)\), and divide by \(t\) and by the overlap:

\[ \frac{e(t)-e(0)}{t}=\frac{\psi(0)^\dagger\,\frac{H(t)-H(0)}{t}\,\psi(t)}{\psi(0)^\dagger\psi(t)} . \]

As \(t\to0\) the numerator tends to \(\psi(0)^\dagger H'(0)\psi(0)\) and the overlap to 1.

## The generator S may be any square matrix

Operators are complex matrices indexed by a finite type `n`, and states are functions `n → ℂ`.

In Lean 4 with Mathlib:

```lean
import Mathlib

open Matrix Filter Topology Complex
open scoped ComplexConjugate

namespace SpinOrbitTorque

noncomputable section

variable {n : Type*} [Fintype n] [DecidableEq n]

/-- The Hamiltonian `H0 + exp(itS) V exp(-itS)`, in which the exchange term `V` is turned
by the angle `t` with generator `S` while `H0` stays fixed. -/
def rotatedHamiltonian (H0 V S : Matrix n n ℂ) (t : ℝ) : Matrix n n ℂ :=
  H0 + NormedSpace.exp (t • (I • S)) * V * NormedSpace.exp (-(t • (I • S)))
```

For a spin rotation, \(S\) is the spin component along the axis, in units of \(\hbar\). With the sign used here, positive \(t\) turns the exchange field by \(-t\) about that axis in the usual right-handed sense.

```lean
/-- The intraband torque `i⟨ψ, (SV - VS) ψ⟩` of the term `V` in the state `ψ`. -/
def bandTorque (S V : Matrix n n ℂ) (ψ : n → ℂ) : ℂ :=
  I * (star ψ ⬝ᵥ ((S * V - V * S) *ᵥ ψ))
```

In `bandTorque`, `star ψ ⬝ᵥ` is the inner product with the first argument conjugated. With \(\hbar=1\), the quantity is minus the rate at which \(V\) changes \(\langle S\rangle\), so it is the reaction torque on the magnetisation. It is an expectation value only when `ψ` has unit length.

```lean
/-- At angle zero the rotated Hamiltonian is `H0 + V`. -/
theorem rotatedHamiltonian_zero (H0 V S : Matrix n n ℂ) :
    rotatedHamiltonian H0 V S 0 = H0 + V := by
  simp [rotatedHamiltonian]

open scoped Matrix.Norms.Operator in
/-- The rotated Hamiltonian changes at angle zero at the rate `i(SV - VS)`. -/
theorem hasDerivAt_rotatedHamiltonian (H0 V S : Matrix n n ℂ) :
    HasDerivAt (rotatedHamiltonian H0 V S) (I • (S * V - V * S)) 0 := by
  have h1 : HasDerivAt (fun t : ℝ => NormedSpace.exp (t • (I • S))) (I • S) 0 :=
    (hasDerivAt_exp_smul_const (I • S) (0 : ℝ)).congr_deriv (by simp)
  have h2 : HasDerivAt (fun t : ℝ => NormedSpace.exp (-(t • (I • S)))) (-(I • S)) 0 := by
    have h := (hasDerivAt_exp_smul_const (-(I • S)) (0 : ℝ)).congr_deriv
      (by simp : _ = -(I • S))
    simp only [smul_neg] at h
    exact h
  have h3 := ((h1.mul_const V).fun_mul h2).const_add H0
  refine h3.congr_deriv ?_
  simp only [zero_smul, neg_zero, NormedSpace.exp_zero, mul_one, one_mul, smul_mul_assoc,
    mul_neg, mul_smul_comm]
  rw [smul_sub, sub_eq_add_neg]

/-- The difference quotient of the rotated Hamiltonian at angle zero tends to `i(SV - VS)`. -/
theorem tendsto_quotient (H0 V S : Matrix n n ℂ) :
    Tendsto (fun t : ℝ => (t : ℂ)⁻¹ •
      (rotatedHamiltonian H0 V S t - rotatedHamiltonian H0 V S 0)) (𝓝[≠] 0)
      (𝓝 (I • (S * V - V * S))) := by
  have h : HasDerivAt (fun (t : ℝ) (i j : n) => rotatedHamiltonian H0 V S t i j)
      (fun i j => (I • (S * V - V * S)) i j) 0 := hasDerivAt_rotatedHamiltonian H0 V S
  refine tendsto_pi_nhds.2 fun i => tendsto_pi_nhds.2 fun j => ?_
  have hij := hasDerivAt_iff_tendsto_slope.1 (hasDerivAt_pi.1 (hasDerivAt_pi.1 h i) j)
  refine hij.congr fun t => ?_
  change _ = (t : ℂ)⁻¹ * (rotatedHamiltonian H0 V S t i j - rotatedHamiltonian H0 V S 0 i j)
  simp [slope]
```

These lemmas carry out step 1. `hasDerivAt_rotatedHamiltonian` differentiates the two exponentials and applies the product rule; `tendsto_quotient` restates the derivative, entry by entry, as the limit of a difference quotient over \(t\neq0\). Neither needs \(S\) to be Hermitian. If it is not, \(H(t)\) may fail to be Hermitian away from \(t=0\), and the transformation of \(V\) need not be a physical rotation.

## H₀ and V are Hermitian

Physically, both terms are observables. The derivation uses this in step 2, and only through the sum \(H_0+V\). In the proof, `hH0` and `hV` make the Hamiltonian at angle zero Hermitian, and the next lemma then turns the ket equation into one for the bra.

```lean
omit [DecidableEq n] in
/-- If a Hermitian matrix has the eigenvector `ψ` with real eigenvalue `e`, the bra of `ψ`
is a left eigenvector with the same eigenvalue. -/
theorem bra_eigen {A : Matrix n n ℂ} (hA : A.IsHermitian) {ψ : n → ℂ} {e : ℝ}
    (h : A *ᵥ ψ = (e : ℂ) • ψ) : star ψ ᵥ* A = (e : ℂ) • star ψ := by
  calc star ψ ᵥ* A = star (A *ᵥ ψ) := by rw [Matrix.star_mulVec, hA.eq]
    _ = (e : ℂ) • star ψ := by rw [h, star_smul, Complex.star_def, Complex.conj_ofReal]
```

With no Hermiticity condition on \(H_0+V\), the formula can fail. Take \(H_0=0\), \(V=\begin{pmatrix}1&1\\0&0\end{pmatrix}\), \(S=\sigma_x\) and \(\psi(0)=(1,0)\). Then \(H(t)\) is similar to \(V\), and \(\psi(t)=e^{itS}\psi(0)\) keeps the level 1 at every angle, yet the commutator expression equals \(-i\).

## The state is continuous at angle zero

The hypothesis `hψ` says that one band state is followed through \(t=0\). It enters step 3 twice, in the limits of the numerator and of the overlap. No gap to other levels is assumed, but at a degeneracy \(\psi(0)\) must be a state that continues into the chosen branch.

Without any link between \(\psi(0)\) and its neighbours, the formula can fail even for a smooth level. Let \(V=\sigma_x\), \(H_0=-\sigma_x\) and \(S=\sigma_z/2\). Then \(H(0)=0\), and \(e(t)=2\sin(t/2)\) is a level with slope 1. Every vector is an eigenvector at \(t=0\); choosing \(\psi(0)=(1,0)\) gives torque 0. Jumps in phase alone, such as a numerical eigensolver produces, are harmless, because each \(\psi(t)\) can be rephased.

## The state at angle zero has unit length

The hypothesis `hunit` normalises \(\psi(0)\) only; the other states need not have unit length, though by continuity their lengths tend to 1 as \(t\to0\). It makes the overlap tend to 1 in step 3. For another non-zero length, the same calculation gives the torque divided by \(\langle\psi(0),\psi(0)\rangle\). If \(\psi\) could vanish, the eigenvalue equation would say nothing about \(e\).

## The eigenvalue equation holds around angle zero, with real levels

The hypothesis `heig` uses `∀ᶠ t in 𝓝 (0 : ℝ)`, which means all \(t\) in some neighbourhood of 0, including 0 itself. The equation at 0 feeds step 2, and the equation at nearby \(t\) feeds step 3. If it held only at \(t=0\), the values of \(e\) elsewhere would be arbitrary. Real levels are automatic for non-zero eigenvectors when \(S\) is Hermitian, and are an assumption otherwise.

```lean
/-- Intraband torque as breathing of a level: let `H0` and `V` be Hermitian, and let `ψ t` be
eigenvectors of the rotated Hamiltonian with real levels `e t` for `t` near 0. If `ψ` is
continuous at 0 and `ψ 0` is a unit vector, then `e` has at 0 the derivative
`i⟨ψ 0, (SV - VS) ψ 0⟩`. -/
theorem level_breathing {H0 V : Matrix n n ℂ} (S : Matrix n n ℂ)
    (hH0 : H0.IsHermitian) (hV : V.IsHermitian) {ψ : ℝ → n → ℂ} {e : ℝ → ℝ}
    (hψ : ContinuousAt ψ 0) (hunit : star (ψ 0) ⬝ᵥ ψ 0 = 1)
    (heig : ∀ᶠ t in 𝓝 (0 : ℝ), rotatedHamiltonian H0 V S t *ᵥ ψ t = (e t : ℂ) • ψ t) :
    HasDerivAt (fun t => (e t : ℂ)) (bandTorque S V (ψ 0)) 0 := by
  have hH : (rotatedHamiltonian H0 V S 0).IsHermitian := by
    rw [rotatedHamiltonian_zero]; exact hH0.add hV
  have hbra := bra_eigen hH heig.self_of_nhds

  have hψ' : Tendsto ψ (𝓝[≠] 0) (𝓝 (ψ 0)) := hψ.tendsto.mono_left nhdsWithin_le_nhds
  have hdot : Continuous fun v : n → ℂ => star (ψ 0) ⬝ᵥ v :=
    continuous_finsetSum _ fun i _ => continuous_const.mul (continuous_apply i)
  have hmul : Continuous fun p : Matrix n n ℂ × (n → ℂ) => p.1 *ᵥ p.2 :=
    Continuous.matrix_mulVec continuous_fst continuous_snd
  -- the projected difference quotient of the Hamiltonian, and the overlap with `ψ 0`
  have hb : bandTorque S V (ψ 0) = star (ψ 0) ⬝ᵥ ((I • (S * V - V * S)) *ᵥ ψ 0) := by
    rw [bandTorque, Matrix.smul_mulVec, dotProduct_smul, smul_eq_mul]
  have hvec := (hmul.tendsto (I • (S * V - V * S), ψ 0)).comp
    ((tendsto_quotient H0 V S).prodMk_nhds hψ')
  have hnum : Tendsto (fun t : ℝ => star (ψ 0) ⬝ᵥ (((t : ℂ)⁻¹ •
      (rotatedHamiltonian H0 V S t - rotatedHamiltonian H0 V S 0)) *ᵥ ψ t)) (𝓝[≠] 0)
      (𝓝 (bandTorque S V (ψ 0))) := by
    rw [hb]; exact (hdot.tendsto _).comp hvec
  have hden : Tendsto (fun t => star (ψ 0) ⬝ᵥ ψ t) (𝓝[≠] 0) (𝓝 1) := by
    rw [← hunit]; exact (hdot.tendsto (ψ 0)).comp hψ'
  have hquot := hnum.div hden one_ne_zero
  rw [div_one] at hquot
  refine hasDerivAt_iff_tendsto_slope.2 (Tendsto.congr' ?_ hquot)
  -- their quotient is the difference quotient of the level
  filter_upwards [hden.eventually_ne one_ne_zero,
    heig.filter_mono nhdsWithin_le_nhds] with t ht het
  have hp : star (ψ 0) ⬝ᵥ (((t : ℂ)⁻¹ •
      (rotatedHamiltonian H0 V S t - rotatedHamiltonian H0 V S 0)) *ᵥ ψ t)
      = (t : ℂ)⁻¹ * (((e t : ℂ) - e 0) * (star (ψ 0) ⬝ᵥ ψ t)) := by
    rw [Matrix.smul_mulVec, dotProduct_smul, Matrix.sub_mulVec, dotProduct_sub, het,
      Matrix.dotProduct_mulVec, hbra, smul_dotProduct, dotProduct_smul]
    simp only [smul_eq_mul]
    ring
  have hsl : slope (fun t => (e t : ℂ)) 0 t = (t : ℂ)⁻¹ * ((e t : ℂ) - e 0) := by
    simp [slope]
  change (star (ψ 0) ⬝ᵥ (((t : ℂ)⁻¹ •
    (rotatedHamiltonian H0 V S t - rotatedHamiltonian H0 V S 0)) *ᵥ ψ t))
      / (star (ψ 0) ⬝ᵥ ψ t) = _
  rw [hp, hsl, div_eq_iff ht, mul_assoc]
```

Differentiability of the level is a conclusion here, and \(\psi\) need not be differentiable. The level is regarded as a complex-valued function, so the full complex number `bandTorque S V (ψ 0)` is its derivative, with no real part taken.

In the proof, `hnum` and `hden` are the limits of the numerator and the overlap, and `hquot` is the limit of their ratio. The identity `hp` is the projection in step 3, with `hbra` moving \(H(0)\) onto the bra. Near zero the overlap is non-zero, so it cancels and leaves the difference quotient of the level.

The same three steps by hand give a neighbouring result, the Hellmann–Feynman formula \(e'(0)=\langle\psi(0),H'(0)\psi(0)\rangle\), for any matrix family that is differentiable at 0 and Hermitian there; the rotation enters only through \(H'(0)\).

## Where spin-orbit coupling enters

In an eigenstate of \(H_0+V\) with level \(e\), the commutator of \(S\) with the whole Hamiltonian has expectation value \(e\langle S\rangle-e\langle S\rangle=0\). Splitting it into its two parts shows that the torques from \(V\) and \(H_0\) are opposite.

```lean
/-- Torque balance: in an eigenvector of `H0 + V` with real eigenvalue, for Hermitian `H0`
and `V`, the torques of `V` and of `H0` are opposite. -/
theorem torque_balance {H0 V : Matrix n n ℂ} (S : Matrix n n ℂ)
    (hH0 : H0.IsHermitian) (hV : V.IsHermitian) {ψ : n → ℂ} {e : ℝ}
    (h : (H0 + V) *ᵥ ψ = (e : ℂ) • ψ) : bandTorque S V ψ = -bandTorque S H0 ψ := by
  have hbra := bra_eigen (hH0.add hV) h
  -- the commutator of `S` with the full Hamiltonian has expectation value zero
  have h0 : star ψ ⬝ᵥ ((S * (H0 + V) - (H0 + V) * S) *ᵥ ψ) = 0 := by
    rw [Matrix.sub_mulVec, ← Matrix.mulVec_mulVec, ← Matrix.mulVec_mulVec, h,
      dotProduct_sub, Matrix.mulVec_smul, dotProduct_smul,
      Matrix.dotProduct_mulVec _ (H0 + V), hbra, smul_dotProduct, sub_self]
  have hs : S * (H0 + V) - (H0 + V) * S = (S * V - V * S) + (S * H0 - H0 * S) := by
    noncomm_ring
  rw [hs, Matrix.add_mulVec, dotProduct_add] at h0
  unfold bandTorque
  linear_combination I * h0
```

The proof obtains the zero as `h0`, again from the bra equation, and then splits the commutator. Normalisation is not needed. If \(S\) commutes with \(H_0\), both torques vanish; for a spin rotation, it is therefore the spin-dependent part of \(H_0\), such as spin-orbit coupling, that permits a non-zero slope.

## The smallest case with a moving level

For \(1\times1\) matrices everything commutes and the level stays fixed. Two levels are enough for breathing. Take \(H_0=\sigma_y\) as a spin-orbit field at one wavevector, \(V=\sigma_x\) as exchange, and \(S\) as the projector on spin up, which differs from \(\sigma_z/2\) only by a multiple of the identity and so generates the same rotation of \(V\).

```lean
/-- The off-diagonal element `exp(it) - i` of the two-level model. -/
def coupling (t : ℝ) : ℂ := Complex.exp (t * I) - I

/-- With `H0 = σy`, `V = σx` and `S` the projector on spin up, the rotated Hamiltonian is
purely off-diagonal, with element `exp(it) - i` and its conjugate. -/
theorem two_level_hamiltonian (t : ℝ) :
    rotatedHamiltonian !![0, -I; I, 0] !![0, 1; 1, 0] (diagonal ![1, 0]) t
      = !![0, coupling t; conj (coupling t), 0] := by
  have hd : t • (I • (diagonal ![1, 0] : Matrix (Fin 2) (Fin 2) ℂ))
      = diagonal ![(t : ℂ) * I, 0] := by
    ext i j; fin_cases i <;> fin_cases j <;> simp
  have hn : -(diagonal ![(t : ℂ) * I, 0] : Matrix (Fin 2) (Fin 2) ℂ)
      = diagonal ![-((t : ℂ) * I), 0] := by
    ext i j; fin_cases i <;> fin_cases j <;> simp
  have hexp : ∀ c : ℂ, NormedSpace.exp (diagonal ![c, 0] : Matrix (Fin 2) (Fin 2) ℂ)
      = diagonal ![Complex.exp c, 1] := by
    intro c
    rw [Matrix.exp_diagonal]
    congr 1
    ext i
    have hi : NormedSpace.exp (![c, 0] : Fin 2 → ℂ) i
        = NormedSpace.exp ((![c, 0] : Fin 2 → ℂ) i) :=
      NormedSpace.map_exp (Pi.evalRingHom (fun _ : Fin 2 => ℂ) i) (continuous_apply i) _
    refine hi.trans ?_
    fin_cases i <;> simp [Complex.exp_eq_exp_ℂ]
  have hconj : conj (coupling t) = Complex.exp (-((t : ℂ) * I)) + I := by
    rw [coupling, map_sub, ← Complex.exp_conj, map_mul, Complex.conj_ofReal,
      Complex.conj_I, mul_neg, sub_neg_eq_add]
  rw [rotatedHamiltonian, hd, hn, hexp, hexp, hconj, coupling]
  ext i j
  fin_cases i <;> fin_cases j <;> simp [Matrix.mul_apply, Fin.sum_univ_two] <;> ring
```

The Hamiltonian has only the off-diagonal element \(z=e^{it}-i\) and its conjugate. The proof computes the exponential of a diagonal matrix and compares entries. The upper level is \(|z|=\sqrt{2-2\sin t}\), with eigenvector \((z,|z|)/2\) wherever \(z\neq0\), as is the case near \(t=0\), since \(H(t)\) sends it to \((z|z|,|z|^2)/2\).

```lean
/-- The two-level model with `H0 = σy`, `V = σx`, `S` the projector on spin up, states
`(z, |z|)/2` and levels `|z|`, where `z = exp(it) - i`, meets all hypotheses of
`level_breathing`, and its torque at angle zero is `-√2/2`. -/
theorem level_breathing_witness :
    let ψ : ℝ → Fin 2 → ℂ := fun t => ![coupling t / 2, (‖coupling t‖ : ℂ) / 2]
    (!![0, -I; I, 0] : Matrix (Fin 2) (Fin 2) ℂ).IsHermitian ∧
    (!![0, 1; 1, 0] : Matrix (Fin 2) (Fin 2) ℂ).IsHermitian ∧
    ContinuousAt ψ 0 ∧ star (ψ 0) ⬝ᵥ ψ 0 = 1 ∧
    (∀ t, rotatedHamiltonian !![0, -I; I, 0] !![0, 1; 1, 0] (diagonal ![1, 0]) t *ᵥ ψ t
      = (‖coupling t‖ : ℂ) • ψ t) ∧
    bandTorque (diagonal ![1, 0]) !![0, 1; 1, 0] (ψ 0) = -((√2 : ℝ) : ℂ) / 2 := by
  intro ψ
  have hz : coupling 0 = 1 - I := by simp [coupling]
  have hr : ‖(1 : ℂ) - I‖ = √2 := by
    rw [Complex.norm_def]
    congr 1
    norm_num [Complex.normSq_apply]
  have hs : ((√2 : ℝ) : ℂ) * ((√2 : ℝ) : ℂ) = 2 := by
    rw [← Complex.ofReal_mul, Real.mul_self_sqrt (by norm_num)]
    norm_num
  have hψ0 : ψ 0 = ![(1 - I) / 2, ((√2 : ℝ) : ℂ) / 2] := by
    simp only [ψ, hz, hr]
  refine ⟨?_, ?_, ?_, ?_, ?_, ?_⟩
  · ext i j; fin_cases i <;> fin_cases j <;> simp
  · ext i j; fin_cases i <;> fin_cases j <;> simp
  · have hc : Continuous coupling := by unfold coupling; fun_prop
    refine (continuous_pi fun i => ?_).continuousAt
    fin_cases i
    · exact hc.div_const 2
    · exact (Complex.continuous_ofReal.comp hc.norm).div_const 2
  · rw [hψ0]
    simp only [dotProduct, Fin.sum_univ_two, Pi.star_apply, Matrix.cons_val_zero,
      Matrix.cons_val_one, Complex.star_def, map_div₀, map_sub, map_one, Complex.conj_I,
      Complex.conj_ofReal, map_ofNat]
    linear_combination hs / 4 - Complex.I_sq / 4
  · intro t
    have hn : conj (coupling t) * coupling t = (‖coupling t‖ : ℂ) ^ 2 :=
      Complex.conj_mul' _
    rw [two_level_hamiltonian]
    ext i
    fin_cases i
    · simp [ψ, Matrix.mulVec, dotProduct, Fin.sum_univ_two]
      ring
    · simp [ψ, Matrix.mulVec, dotProduct, Fin.sum_univ_two]
      linear_combination hn / 2
  · have hcomm : (diagonal ![1, 0] * !![0, 1; 1, 0] - !![0, 1; 1, 0] * diagonal ![1, 0] :
        Matrix (Fin 2) (Fin 2) ℂ) = !![0, 1; -1, 0] := by
      ext i j
      rw [Matrix.sub_apply, Matrix.diagonal_mul, Matrix.mul_diagonal]
      fin_cases i <;> fin_cases j <;> simp
    rw [bandTorque, hcomm, hψ0]
    simp only [Matrix.mulVec, dotProduct, Fin.sum_univ_two, Pi.star_apply, Matrix.of_apply,
      Matrix.cons_val_zero, Matrix.cons_val_one, Complex.star_def, map_div₀, map_sub,
      map_one, Complex.conj_I, Complex.conj_ofReal, map_ofNat]
    linear_combination ((√2 : ℝ) : ℂ) / 2 * Complex.I_sq

end

end SpinOrbitTorque
```

At \(t=0\) the state is \(((1-i)/2,\sqrt2/2)\), which has unit length. The commutator is \(\begin{pmatrix}0&1\\-1&0\end{pmatrix}\), with expectation value \(i\sqrt2/2\), so the torque is \(-\sqrt2/2\). Differentiating \(\sqrt{2-2\sin t}\) at 0 gives the same number: the exchange field turns away from the spin-orbit field, the total field shortens, and the upper level falls. The theorem verifies the hypotheses of `level_breathing` one by one and evaluates the torque from the commutator.

```lean
#print axioms SpinOrbitTorque.level_breathing
-- 'SpinOrbitTorque.level_breathing' depends on axioms: [propext, Classical.choice, Quot.sound]
#print axioms SpinOrbitTorque.torque_balance
-- 'SpinOrbitTorque.torque_balance' depends on axioms: [propext, Classical.choice, Quot.sound]
```
